# The mean-field Koopmans matrix equals $-DF^{\mathsf T}$ for a pair-symmetric interaction

## Removing an electron, with the state as a functional

How much does the energy change when an electron leaves an occupied Hartree–Fock orbital and the other orbitals stay as they were? To answer this algebraically, we represent the state by its expectation values, a linear functional $w$ on an algebra of operators, instead of by a vector in Fock space. Only two properties of $w$ enter the main formula: its one-body values form a density matrix $D$, and its two-body values are antisymmetrised products of $D$ with itself.

Let $a_p$ annihilate and $b_p$ create an electron in spin orbital $p$; textbooks write $a_p^\dagger$ for $b_p$. With one-electron integrals $h_{pq}$ and two-electron integrals $V(p,q,r,s)$, usually written $\langle pq|rs\rangle$, the Hamiltonian is

$$H=\sum_{pq}h_{pq}\,b_pa_q+\tfrac12\sum_{pqrs}V(p,q,r,s)\,b_pb_qa_sa_r .$$

Pair symmetry, $V(p,q,r,s)=V(q,p,s,r)$, says that exchanging the labels of the two electrons leaves their interaction unchanged.

## What is claimed

The mean-field conditions are

$$w(b_pa_q)=D_{pq},\qquad w(b_pb_qa_sa_r)=D_{pr}D_{qs}-D_{ps}D_{qr}.$$

Some texts use the transpose of this $D$. Define the Fock matrix by

$$F_{jr}=h_{jr}+\sum_{qs}D_{qs}\bigl(V(j,q,r,s)-V(j,q,s,r)\bigr).$$

The Koopmans matrix, $w(b_i[H,a_j])$, then satisfies

$$w(b_i[H,a_j])=-\sum_r D_{ir}F_{jr}.$$

## From anticommutators to the Fock matrix

For the one-electron part, regroup into anticommutators:

$$[b_pa_q,a_j]=b_p\{a_q,a_j\}-\{a_j,b_p\}a_q=-\delta_{jp}a_q .$$

For the two-electron part, moving $a_j$ left past $a_r$ and $a_s$ gives two sign changes, which cancel. Moving it past the creators gives

$$b_pb_qa_j=\delta_{jq}b_p-\delta_{jp}b_q+a_jb_pb_q,$$

and therefore

$$[b_pb_qa_sa_r,a_j]=\delta_{jq}b_pa_sa_r-\delta_{jp}b_qa_sa_r .$$

After summation, the first term contains $V(p,j,r,s)=V(j,p,s,r)$. Using $a_sa_r=-a_ra_s$, renaming $p$ as $q$ and exchanging the names $r$ and $s$, we get

$$\sum_{prs}V(p,j,r,s)b_pa_sa_r=-\sum_{qrs}V(j,q,r,s)b_qa_sa_r .$$

The two halves are now equal, and the factor $\tfrac12$ disappears:

$$[H,a_j]=-\sum_r h_{jr}a_r-\sum_{qrs}V(j,q,r,s)b_qa_sa_r .$$

Multiply by $b_i$ from the left and apply $w$:

$$w(b_i[H,a_j])=-\sum_r h_{jr}D_{ir}-\sum_{qrs}V(j,q,r,s)(D_{ir}D_{qs}-D_{is}D_{qr}).$$

Exchanging $r$ and $s$ in the last product turns it into $V(j,q,s,r)D_{ir}D_{qs}$. Collecting the factor $D_{ir}$ gives the claim.

## Orbital energies and frozen-orbital ionisation

If $F_{jr}=\varepsilon_j\delta_{jr}$, the Koopmans matrix is $-\varepsilon_jD_{ij}$.

For a determinant built from some of the basis spin orbitals, the occupied ones, $D_{pq}$ is $1$ when $p=q$ is occupied and $0$ otherwise. Let $i$ be occupied, and assume $w(b_ia_ix)=w(x)$ for every operator $x$: counting the electron in orbital $i$ always gives one. Since

$$b_iHa_i=b_i[H,a_i]+b_ia_iH,$$

we obtain

$$w(b_iHa_i)-w(H)=-F_{ii}=-\Bigl(h_{ii}+\sum_{k\ \mathrm{occ}}\bigl(V(i,k,i,k)-V(i,k,k,i)\bigr)\Bigr).$$

The ionised state has norm squared $w(b_ia_i)=1$, so the first term is already a normalised energy. In electronic structure, this is the estimate of an ionisation energy by minus an orbital energy, for a finite basis and without orbital relaxation or a change in correlation. The diagonal element $F_{ii}$ is an orbital energy when the orbitals diagonalise $F$. Electron attachment is a separate question.

## An interaction without pair symmetry

Take two modes, $0$ and $1$, both occupied, with $h=0$ and $V(0,1,0,1)=v\neq0$ as the only nonzero integral. Then $H=\tfrac v2\,b_0a_0b_1a_1$, and $w(b_0[H,a_0])=-v/2$. But $F_{00}=v$, so the formula would give $-v$. It therefore fails for unrestricted $V$; the example does not show that full pair symmetry is necessary.

## The Lean file

```lean
import Mathlib

open Matrix

namespace KoopmansMatrix

noncomputable section

variable {ι A : Type*} [Fintype ι] [DecidableEq ι] [Ring A] [Algebra ℂ A]

/-- The canonical anticommutation relations for annihilators `a p` and creators `b p`. -/
structure IsCAR (a b : ι → A) : Prop where
  aa : ∀ p q, a p * a q + a q * a p = 0
  bb : ∀ p q, b p * b q + b q * b p = 0
  ab : ∀ p q, a p * b q + b q * a p = if p = q then 1 else 0

/-- The functional `w` has one-body density matrix `D`, and its two-body density matrix is the
antisymmetrised product of `D` with itself. -/
structure IsMeanField (w : A →ₗ[ℂ] ℂ) (a b : ι → A) (D : ι → ι → ℂ) : Prop where
  one_body : ∀ p q, w (b p * a q) = D p q
  two_body : ∀ p q r s, w (b p * b q * a s * a r) = D p r * D q s - D p s * D q r

/-- The Hamiltonian with one-electron integrals `h` and two-electron integrals `V`. -/
def hamiltonian (h : ι → ι → ℂ) (V : ι → ι → ι → ι → ℂ) (a b : ι → A) : A :=
  ∑ p, ∑ q, h p q • (b p * a q) +
    (1 / 2 : ℂ) • ∑ p, ∑ q, ∑ r, ∑ s, V p q r s • (b p * b q * a s * a r)

/-- The Fock matrix of the density matrix `D`: one-electron part, direct part and exchange. -/
def fock (D h : ι → ι → ℂ) (V : ι → ι → ι → ι → ℂ) (j r : ι) : ℂ :=
  h j r + ∑ q, ∑ s, D q s * (V j q r s - V j q s r)

/-- The Koopmans matrix `w (b i [H, a j])`. -/
def koopmans (w : A →ₗ[ℂ] ℂ) (a b : ι → A) (H : A) (i j : ι) : ℂ :=
  w (b i * (H * a j - a j * H))

/-- The density matrix of a determinant: one on the diagonal for orbitals in `occ`, else zero. -/
def occDensity (occ : Finset ι) (p q : ι) : ℂ := if p = q ∧ p ∈ occ then 1 else 0

omit [Fintype ι] [Algebra ℂ A] in
/-- For canonical operators, the commutator of `b p a q` with `a j` is `-a q` if `j = p`, and
zero otherwise. -/
theorem one_body_commutator {a b : ι → A} (hc : IsCAR a b) (p q j : ι) :
    b p * a q * a j - a j * (b p * a q) = -(if j = p then a q else 0) := by
  have e : b p * a q * a j - a j * (b p * a q) =
      b p * (a q * a j + a j * a q) - (a j * b p + b p * a j) * a q := by noncomm_ring
  rw [e, hc.aa, hc.ab]
  split_ifs <;> simp

omit [Fintype ι] [Algebra ℂ A] in
/-- For canonical operators, the commutator of `b p b q a s a r` with `a j` is a difference of two
terms: `b p a s a r`, present only if `j = q`, minus `b q a s a r`, present only if `j = p`. -/
theorem two_body_commutator {a b : ι → A} (hc : IsCAR a b) (p q r s j : ι) :
    b p * b q * a s * a r * a j - a j * (b p * b q * a s * a r) =
      (if j = q then b p * a s * a r else 0) - (if j = p then b q * a s * a r else 0) := by
  have e : b p * b q * a s * a r * a j - a j * (b p * b q * a s * a r) =
      b p * b q * (a s * (a r * a j + a j * a r) - (a s * a j + a j * a s) * a r)
        + b p * (a j * b q + b q * a j) * a s * a r
        - (a j * b p + b p * a j) * b q * a s * a r := by noncomm_ring
  rw [e, hc.aa, hc.aa, hc.ab, hc.ab]
  split_ifs <;> simp

/-- Equation of motion of an annihilator: for canonical operators and pair-symmetric `V`, the
commutator `[H, a j]` is a one-electron term plus a term with one creator and two annihilators. -/
theorem hamiltonian_commutator {a b : ι → A} (hc : IsCAR a b) (h : ι → ι → ℂ)
    {V : ι → ι → ι → ι → ℂ} (hV : ∀ p q r s, V p q r s = V q p s r) (j : ι) :
    hamiltonian h V a b * a j - a j * hamiltonian h V a b =
      -(∑ r, h j r • a r + ∑ q, ∑ r, ∑ s, V j q r s • (b q * a s * a r)) := by
  have one : (∑ p, ∑ q, h p q • (b p * a q)) * a j - a j * (∑ p, ∑ q, h p q • (b p * a q)) =
      -∑ r, h j r • a r := by
    simp only [Finset.sum_mul, Finset.mul_sum, smul_mul_assoc, mul_smul_comm,
      ← Finset.sum_sub_distrib, ← smul_sub, one_body_commutator hc]
    rw [Finset.sum_eq_single j]
    · simp
    · intro p _ hp
      simp [hp.symm]
    · simp
  have anti : ∀ p x y, b p * a y * a x = -(b p * a x * a y) := by
    intro p x y
    rw [mul_assoc, eq_neg_of_add_eq_zero_left (hc.aa y x), mul_neg, mul_assoc]
  have e1 : ∑ p, ∑ q, ∑ r, ∑ s, V p q r s • (if j = p then b q * a s * a r else 0) =
      ∑ q, ∑ r, ∑ s, V j q r s • (b q * a s * a r) := by
    rw [Finset.sum_eq_single j]
    · simp
    · intro p _ hp
      simp [hp.symm]
    · simp
  -- pair symmetry turns the second half of the interaction into the first
  have e2 : ∑ p, ∑ q, ∑ r, ∑ s, V p q r s • (if j = q then b p * a s * a r else 0) =
      -∑ q, ∑ r, ∑ s, V j q r s • (b q * a s * a r) := by
    rw [← Finset.sum_neg_distrib]
    refine Finset.sum_congr rfl fun p _ => ?_
    rw [Finset.sum_eq_single j]
    · rw [Finset.sum_comm, ← Finset.sum_neg_distrib]
      refine Finset.sum_congr rfl fun x _ => ?_
      rw [← Finset.sum_neg_distrib]
      refine Finset.sum_congr rfl fun y _ => ?_
      rw [if_pos rfl, hV p j, anti p x y]
      simp only [smul_neg, neg_neg]
    · intro q _ hq
      simp [hq.symm]
    · simp
  have two : (∑ p, ∑ q, ∑ r, ∑ s, V p q r s • (b p * b q * a s * a r)) * a j -
      a j * (∑ p, ∑ q, ∑ r, ∑ s, V p q r s • (b p * b q * a s * a r)) =
      -(∑ q, ∑ r, ∑ s, V j q r s • (b q * a s * a r)) -
        ∑ q, ∑ r, ∑ s, V j q r s • (b q * a s * a r) := by
    simp only [Finset.sum_mul, Finset.mul_sum, smul_mul_assoc, mul_smul_comm,
      ← Finset.sum_sub_distrib, ← smul_sub, two_body_commutator hc]
    simp only [smul_sub, Finset.sum_sub_distrib]
    rw [e2, e1]
  unfold hamiltonian
  rw [add_mul, mul_add, smul_mul_assoc, mul_smul_comm]
  linear_combination (norm := module) one + (1 / 2 : ℂ) • two

/-- For canonical operators, pair-symmetric `V` and a mean-field functional, the Koopmans matrix
is minus the density matrix times the transposed Fock matrix. -/
theorem koopmans_eq {a b : ι → A} (hc : IsCAR a b) (h : ι → ι → ℂ)
    {V : ι → ι → ι → ι → ℂ} (hV : ∀ p q r s, V p q r s = V q p s r)
    {w : A →ₗ[ℂ] ℂ} {D : ι → ι → ℂ} (hw : IsMeanField w a b D) (i j : ι) :
    koopmans w a b (hamiltonian h V a b) i j = -∑ r, D i r * fock D h V j r := by
  have h2 : ∀ q r s, w (b i * (b q * a s * a r)) = D i r * D q s - D i s * D q r := by
    intro q r s
    simpa only [mul_assoc] using hw.two_body i q r s
  -- relabelling r and s in the second product gives the exchange term
  have key : ∑ q, ∑ r, ∑ s, V j q r s * (D i r * D q s - D i s * D q r) =
      ∑ r, D i r * ∑ q, ∑ s, D q s * (V j q r s - V j q s r) := by
    simp only [Finset.mul_sum]
    refine Eq.trans ?_ Finset.sum_comm
    refine Finset.sum_congr rfl fun q _ => ?_
    have sw : ∑ r, ∑ s, V j q r s * (D i s * D q r) =
        ∑ r, ∑ s, V j q s r * (D i r * D q s) := Finset.sum_comm
    simp only [mul_sub (V _ _ _ _), Finset.sum_sub_distrib]
    rw [sw, ← Finset.sum_sub_distrib]
    refine Finset.sum_congr rfl fun r _ => ?_
    rw [← Finset.sum_sub_distrib]
    refine Finset.sum_congr rfl fun s _ => ?_
    ring
  unfold koopmans
  rw [hamiltonian_commutator hc h hV]
  simp only [mul_neg, mul_add, Finset.mul_sum, mul_smul_comm, map_neg, map_add, map_sum,
    map_smul, smul_eq_mul, hw.one_body, h2]
  rw [key]
  simp only [fock, mul_add, Finset.sum_add_distrib, mul_comm (h _ _)]

/-- For canonical operators, pair-symmetric `V` and a mean-field functional whose Fock matrix is
diagonal with entries `ε`, the Koopmans matrix is the density matrix with each column `j` multiplied
by `-ε j`. -/
theorem koopmans_canonical {a b : ι → A} (hc : IsCAR a b) (h : ι → ι → ℂ)
    {V : ι → ι → ι → ι → ℂ} (hV : ∀ p q r s, V p q r s = V q p s r)
    {w : A →ₗ[ℂ] ℂ} {D : ι → ι → ℂ} (hw : IsMeanField w a b D) {ε : ι → ℂ}
    (hF : ∀ j r, fock D h V j r = if j = r then ε j else 0) (i j : ι) :
    koopmans w a b (hamiltonian h V a b) i j = -(ε j * D i j) := by
  rw [koopmans_eq hc h hV hw]
  simp [hF, mul_comm]

/-- Koopmans' theorem: for canonical operators, pair-symmetric `V` and a mean-field functional with
determinant density, let `i` be an occupied orbital with `w (b i * a i * x) = w x` for all `x`. Then
removing an electron from `i`, all orbitals frozen, changes the energy by minus the diagonal Fock
element. -/
theorem koopmans_theorem {a b : ι → A} (hc : IsCAR a b) (h : ι → ι → ℂ)
    {V : ι → ι → ι → ι → ℂ} (hV : ∀ p q r s, V p q r s = V q p s r)
    {w : A →ₗ[ℂ] ℂ} {occ : Finset ι} (hw : IsMeanField w a b (occDensity occ))
    {i : ι} (hi : i ∈ occ) (hfull : ∀ x, w (b i * a i * x) = w x) :
    w (b i * hamiltonian h V a b * a i) - w (hamiltonian h V a b) =
      -(h i i + ∑ k ∈ occ, (V i k i k - V i k k i)) := by
  have e : b i * hamiltonian h V a b * a i =
      b i * (hamiltonian h V a b * a i - a i * hamiltonian h V a b) +
        b i * a i * hamiltonian h V a b := by noncomm_ring
  have hk := koopmans_eq hc h hV hw i i
  unfold koopmans at hk
  rw [e, map_add, hfull, add_sub_cancel_right, hk, Finset.sum_eq_single i]
  · have hD : occDensity occ i i = 1 := by simp [occDensity, hi]
    rw [hD, one_mul]
    simp only [fock, occDensity, ite_and, ite_mul, one_mul, zero_mul, Finset.sum_ite_eq,
      Finset.mem_univ, if_true, Finset.sum_ite_mem, Finset.univ_inter]
  · intro r _ hr
    simp [occDensity, hr.symm]
  · simp

/-- The annihilators of two fermion modes as matrices in the occupation-number basis. -/
def modeA : Fin 2 → Matrix (Fin 4) (Fin 4) ℂ :=
  ![!![0, 0, 1, 0; 0, 0, 0, 1; 0, 0, 0, 0; 0, 0, 0, 0],
    !![0, 1, 0, 0; 0, 0, 0, 0; 0, 0, 0, -1; 0, 0, 0, 0]]

/-- The expectation value in the state with both modes occupied. -/
def fullState : Matrix (Fin 4) (Fin 4) ℂ →ₗ[ℂ] ℂ where
  toFun x := x 3 3
  map_add' _ _ := rfl
  map_smul' _ _ := rfl

/-- The two-mode matrices, their adjoints and the doubly occupied state satisfy the
anticommutation relations, the mean-field factorisation and the filling condition. -/
theorem koopmans_witness :
    IsCAR modeA (fun p => (modeA p)ᴴ) ∧
    IsMeanField fullState modeA (fun p => (modeA p)ᴴ) (occDensity Finset.univ) ∧
    ∀ i x, fullState ((modeA i)ᴴ * modeA i * x) = fullState x := by
  have haa : ∀ p q, modeA p * modeA q + modeA q * modeA p = 0 := by
    intro p q
    ext i j
    fin_cases p <;> fin_cases q <;> fin_cases i <;> fin_cases j <;>
      simp [modeA]
  -- the creators as explicit matrices, and the functional as a matrix entry
  have hb : ∀ p, (modeA p)ᴴ =
      (![!![0, 0, 0, 0; 0, 0, 0, 0; 1, 0, 0, 0; 0, 1, 0, 0],
        !![0, 0, 0, 0; 1, 0, 0, 0; 0, 0, 0, 0; 0, 0, -1, 0]] :
        Fin 2 → Matrix (Fin 4) (Fin 4) ℂ) p := by
    intro p
    ext i j
    fin_cases p <;> fin_cases i <;> fin_cases j <;>
      simp [modeA, Matrix.conjTranspose_apply]
  have hs : ∀ x, fullState x = x 3 3 := fun _ => rfl
  refine ⟨⟨haa, ?_, ?_⟩, ⟨?_, ?_⟩, ?_⟩
  · intro p q
    change (modeA p)ᴴ * (modeA q)ᴴ + (modeA q)ᴴ * (modeA p)ᴴ = 0
    rw [← conjTranspose_mul, ← conjTranspose_mul, ← conjTranspose_add, haa,
      conjTranspose_zero]
  · intro p q
    ext i j
    simp only [hb]
    fin_cases p <;> fin_cases q <;> fin_cases i <;> fin_cases j <;>
      simp [modeA]
  · intro p q
    simp only [hb, hs, Matrix.mul_apply, Fin.sum_univ_four]
    fin_cases p <;> fin_cases q <;> simp [modeA, occDensity]
  · intro p q r s
    simp only [hb, hs, Matrix.mul_apply, Fin.sum_univ_four]
    fin_cases p <;> fin_cases q <;> fin_cases r <;> fin_cases s <;>
      simp [modeA, occDensity]
  · intro i x
    simp only [hb, hs, Matrix.mul_apply, Fin.sum_univ_four]
    fin_cases i <;> simp [modeA]

end

end KoopmansMatrix
```

```lean
#print axioms KoopmansMatrix.koopmans_canonical
#print axioms KoopmansMatrix.koopmans_theorem
```

```
'KoopmansMatrix.koopmans_canonical' depends on axioms: [propext, Classical.choice, Quot.sound]
'KoopmansMatrix.koopmans_theorem' depends on axioms: [propext, Classical.choice, Quot.sound]
```

## Reading the statements

The finite type `ι` labels the spin orbitals, and `A` is any complex algebra, possibly infinite-dimensional. `IsCAR` contains the anticommutation relations, and `IsMeanField` the two conditions on `w`. The definitions `hamiltonian`, `fock`, `koopmans` and `occDensity` are the expressions above.

`koopmans_eq` is the matrix formula. It does not require `b` to be the adjoint of `a`, $h$ to be Hermitian, or $D$ to minimise an energy. `koopmans_canonical` adds a diagonal Fock matrix, through `hF`. `koopmans_theorem` does not need `hF`; it adds to the hypotheses of `koopmans_eq` a determinant density and the filling condition `hfull`.

What is left to the user is to show that the operators on Fock space satisfy `IsCAR`, and that a given Slater determinant satisfies `IsMeanField` and `hfull`. `koopmans_witness` does this for one case: two modes as $4\times4$ matrices, with both occupied.

## The algebra in the proof

In `one_body_commutator` and `two_body_commutator`, `noncomm_ring` checks the regrouping into anticommutators; the relations in `hc` then replace these by zeros and Kronecker deltas.

In `hamiltonian_commutator`, `Finset.sum_eq_single j` carries out the sums over the deltas. The step `e2` combines `hV` with the sign change `anti` to merge the two interaction terms, and `linear_combination` adds the one-electron part to half the two-electron part.

`koopmans_eq` applies `w` to this equation of motion. Within `key`, the step `sw` exchanges the sums over $r$ and $s$, which produces the exchange term. `koopmans_canonical` then evaluates a sum with a single nonzero term.

In `koopmans_theorem`, the identity `e` splits $b_iHa_i$ as above, `hfull` cancels $w(H)$, and the determinant density selects $r=i$. The witness is checked by matrix entries, except that the relations between creators follow from those between annihilators by taking adjoints.
